# A Transverse Bead Spread Below the Bond Length Softens a Morse Stretch

Represent the bond vector of a diatomic molecule by two path-integral beads at $(x,s)$ and $(x,-s)$: moving their centroid by a small $dx$ changes each bead's distance from the origin by only $x\,dx/\sqrt{x^2+s^2}$. For a Morse bond of equilibrium length $r_0$ and a fixed spread $0<s<r_0$, this lowers the curvature that the centroid feels at its potential minimum.

```lean
import Mathlib

namespace CentroidCurvatureProblem

noncomputable section

/-- The Morse potential with well depth `D`, range parameter `a` and bond length `r0`. -/
def morse (D a r0 r : ℝ) : ℝ := D * (1 - Real.exp (-a * (r - r0))) ^ 2

/-- The centroid potential of two beads at `(x, s)` and `(x, -s)`: the mean of the radial
potential `V` over the distances of the beads from the origin. -/
def centroidPotential (V : ℝ → ℝ) (s x : ℝ) : ℝ :=
  (V (√(x ^ 2 + s ^ 2)) + V (√(x ^ 2 + (-s) ^ 2))) / 2

/-- Both beads are equally far from the origin, so the centroid potential is the radial
potential at their common distance. -/
theorem centroidPotential_eq (V : ℝ → ℝ) (s x : ℝ) :
    centroidPotential V s x = V (√(x ^ 2 + s ^ 2)) := by
  unfold centroidPotential
  rw [neg_sq]
  ring

/-- For `s > 0`, the distance of a bead from the origin changes with the centroid position `x`
at the rate `x` divided by that distance. -/
theorem hasDerivAt_radius {s : ℝ} (hs : 0 < s) (x : ℝ) :
    HasDerivAt (fun x : ℝ => √(x ^ 2 + s ^ 2)) (x / √(x ^ 2 + s ^ 2)) x := by
  have hpos : 0 < x ^ 2 + s ^ 2 := by positivity
  have h : HasDerivAt (fun x : ℝ => x ^ 2 + s ^ 2) (2 * x) x :=
    ((hasDerivAt_pow 2 x).add_const (s ^ 2)).congr_deriv (by norm_num)
  exact (h.sqrt hpos.ne').congr_deriv (mul_div_mul_left _ _ two_ne_zero)

/-- For `s > 0` and a radial potential differentiable at positive distances, the slope of the
centroid potential is the radial slope projected onto the centroid axis. -/
theorem centroid_slope {V : ℝ → ℝ} {s : ℝ} (hs : 0 < s)
    (hV : ∀ r, 0 < r → DifferentiableAt ℝ V r) (x : ℝ) :
    HasDerivAt (centroidPotential V s)
      (deriv V (√(x ^ 2 + s ^ 2)) * (x / √(x ^ 2 + s ^ 2))) x := by
  have e : centroidPotential V s = fun x => V (√(x ^ 2 + s ^ 2)) :=
    funext (centroidPotential_eq V s)
  have hρ : 0 < √(x ^ 2 + s ^ 2) := Real.sqrt_pos.2 (by positivity)
  rw [e]
  exact (hV _ hρ).hasDerivAt.comp x (hasDerivAt_radius hs x)

/-- Let a radial potential, differentiable at positive distances, be stationary at `r0` with
curvature `k` there. For `0 < s < r0` the centroid potential has curvature
`k (1 - s² / r0²)` at `√(r0² - s²)`. -/
theorem centroid_curvature {V : ℝ → ℝ} {s r0 k : ℝ} (hs : 0 < s) (hr : s < r0)
    (hV : ∀ r, 0 < r → DifferentiableAt ℝ V r) (h0 : deriv V r0 = 0)
    (hk : HasDerivAt (deriv V) k r0) :
    HasDerivAt (deriv (centroidPotential V s)) (k * (1 - s ^ 2 / r0 ^ 2))
      (√(r0 ^ 2 - s ^ 2)) := by
  have hr0 : 0 < r0 := hs.trans hr
  have hd : deriv (centroidPotential V s) =
      fun x => deriv V (√(x ^ 2 + s ^ 2)) * (x / √(x ^ 2 + s ^ 2)) :=
    funext fun x => (centroid_slope hs hV x).deriv
  have key : ∀ x0 : ℝ, x0 ^ 2 = r0 ^ 2 - s ^ 2 →
      HasDerivAt (deriv (centroidPotential V s)) (k * (1 - s ^ 2 / r0 ^ 2)) x0 := by
    intro x0 hx0
    -- at this centroid position the beads sit exactly at the distance r0
    have hρ : √(x0 ^ 2 + s ^ 2) = r0 := by
      rw [hx0, sub_add_cancel, Real.sqrt_sq hr0.le]
    have hne : √(x0 ^ 2 + s ^ 2) ≠ 0 := by rw [hρ]; exact hr0.ne'
    have hk' : HasDerivAt (deriv V) k (√(x0 ^ 2 + s ^ 2)) := by rw [hρ]; exact hk
    have hR := hasDerivAt_radius hs x0
    have h1 : HasDerivAt (fun x => deriv V (√(x ^ 2 + s ^ 2)))
        (k * (x0 / √(x0 ^ 2 + s ^ 2))) x0 := by
      have h := hk'.comp x0 hR
      exact h
    have h2 : HasDerivAt (fun x : ℝ => x / √(x ^ 2 + s ^ 2))
        ((1 * √(x0 ^ 2 + s ^ 2) - x0 * (x0 / √(x0 ^ 2 + s ^ 2))) / √(x0 ^ 2 + s ^ 2) ^ 2)
        x0 := (hasDerivAt_id x0).div hR hne
    rw [hd]
    refine (h1.fun_mul h2).congr_deriv ?_
    -- the radial slope vanishes, and only the projected curvature survives
    simp only [hρ, h0, zero_mul, add_zero]
    have hc : x0 / r0 * (x0 / r0) = 1 - s ^ 2 / r0 ^ 2 := by
      field_simp
      linarith
    rw [mul_assoc, hc]
  exact key _ (Real.sq_sqrt (by nlinarith))

/-- The exponential in the Morse potential has logarithmic slope `-a`. -/
theorem hasDerivAt_morse_exp (a r0 r : ℝ) :
    HasDerivAt (fun r : ℝ => Real.exp (-a * (r - r0)))
      (Real.exp (-a * (r - r0)) * (-a)) r := by
  have h : HasDerivAt (fun r : ℝ => -a * (r - r0)) (-a) r :=
    (((hasDerivAt_id r).sub_const r0).const_mul (-a)).congr_deriv (by ring)
  exact h.exp

/-- The slope of the Morse potential at every distance. -/
theorem morse_slope (D a r0 r : ℝ) :
    HasDerivAt (morse D a r0)
      (2 * D * a * (1 - Real.exp (-a * (r - r0))) * Real.exp (-a * (r - r0))) r := by
  have e : morse D a r0 = fun r =>
      D * ((1 - Real.exp (-a * (r - r0))) * (1 - Real.exp (-a * (r - r0)))) := by
    funext r
    unfold morse
    ring
  have h := (hasDerivAt_morse_exp a r0 r).const_sub 1
  rw [e]
  exact ((h.fun_mul h).const_mul D).congr_deriv (by ring)

/-- The Morse potential has curvature `2 D a²` at the bond length `r0`. -/
theorem morse_curvature (D a r0 : ℝ) :
    HasDerivAt (deriv (morse D a r0)) (2 * D * a ^ 2) r0 := by
  have hd : deriv (morse D a r0) = fun r =>
      2 * D * a * (1 - Real.exp (-a * (r - r0))) * Real.exp (-a * (r - r0)) :=
    funext fun r => (morse_slope D a r0 r).deriv
  have he := hasDerivAt_morse_exp a r0 r0
  rw [hd]
  refine (((he.const_sub 1).const_mul (2 * D * a)).fun_mul he).congr_deriv ?_
  simp only [sub_self, mul_zero, Real.exp_zero]
  ring

/-- For `D, a > 0` the Morse potential is strictly positive away from the bond length. -/
theorem morse_pos {D a r0 r : ℝ} (hD : 0 < D) (ha : 0 < a) (hr : r ≠ r0) :
    0 < morse D a r0 r := by
  have h : 1 - Real.exp (-a * (r - r0)) ≠ 0 := by
    intro h
    have h1 : Real.exp (-a * (r - r0)) = 1 := by linarith
    rw [Real.exp_eq_one_iff] at h1
    rcases mul_eq_zero.1 h1 with h2 | h2
    · linarith
    · exact hr (by linarith)
  exact mul_pos hD (lt_of_le_of_ne (sq_nonneg _) (Ne.symm (pow_ne_zero 2 h)))

/-- For a Morse potential with `D, a > 0` and a transverse bead spread `0 < s < r0`, the centroid
potential is minimal exactly at `±x0` with `x0 = √(r0² - s²) < r0`. Its curvature at `x0` is
`2 D a² (1 - s² / r0²)`, less than that of the Morse well at `r0`. -/
theorem centroid_red_shift {D a r0 s : ℝ} (hD : 0 < D) (ha : 0 < a) (hs : 0 < s)
    (hr : s < r0) :
    √(r0 ^ 2 - s ^ 2) < r0 ∧
    (∀ x, |x| ≠ √(r0 ^ 2 - s ^ 2) →
      centroidPotential (morse D a r0) s (√(r0 ^ 2 - s ^ 2)) <
        centroidPotential (morse D a r0) s x) ∧
    centroidPotential (morse D a r0) s (-√(r0 ^ 2 - s ^ 2)) =
      centroidPotential (morse D a r0) s (√(r0 ^ 2 - s ^ 2)) ∧
    HasDerivAt (deriv (centroidPotential (morse D a r0) s))
      (2 * D * a ^ 2 * (1 - s ^ 2 / r0 ^ 2)) (√(r0 ^ 2 - s ^ 2)) ∧
    deriv (deriv (centroidPotential (morse D a r0) s)) (√(r0 ^ 2 - s ^ 2)) <
      deriv (deriv (morse D a r0)) r0 := by
  have hr0 : 0 < r0 := hs.trans hr
  have hsq : √(r0 ^ 2 - s ^ 2) ^ 2 = r0 ^ 2 - s ^ 2 := Real.sq_sqrt (by nlinarith)
  have hW : HasDerivAt (deriv (centroidPotential (morse D a r0) s))
      (2 * D * a ^ 2 * (1 - s ^ 2 / r0 ^ 2)) (√(r0 ^ 2 - s ^ 2)) :=
    centroid_curvature hs hr (fun r _ => (morse_slope D a r0 r).differentiableAt)
      (by rw [(morse_slope D a r0 r0).deriv]; simp) (morse_curvature D a r0)
  refine ⟨?_, ?_, ?_, hW, ?_⟩
  · rw [Real.sqrt_lt' hr0]
    have : 0 < s ^ 2 := by positivity
    linarith
  · intro x hx
    have hne : √(x ^ 2 + s ^ 2) ≠ r0 := by
      intro h
      have h2 : x ^ 2 + s ^ 2 = r0 ^ 2 := by
        rw [← h, Real.sq_sqrt (by positivity)]
      apply hx
      rw [← h2, add_sub_cancel_right, Real.sqrt_sq_eq_abs]
    -- the Morse potential is zero at the distance r0 and positive at every other distance
    have hz : morse D a r0 r0 = 0 := by simp [morse]
    rw [centroidPotential_eq, centroidPotential_eq, hsq, sub_add_cancel,
      Real.sqrt_sq hr0.le, hz]
    exact morse_pos hD ha hne
  · rw [centroidPotential_eq, centroidPotential_eq, neg_sq]
  · rw [hW.deriv, (morse_curvature D a r0).deriv]
    have h1 : 0 < 2 * D * a ^ 2 * (s ^ 2 / r0 ^ 2) := by positivity
    linarith

/-- If the beads spread to `s ≥ r0 > 0`, the centroid potential of a Morse well with
`D, a > 0` has its only minimum at `x = 0`. -/
theorem centroid_collapse {D a r0 s x : ℝ} (hD : 0 < D) (ha : 0 < a) (hr0 : 0 < r0)
    (hs : r0 ≤ s) (hx : x ≠ 0) :
    centroidPotential (morse D a r0) s 0 < centroidPotential (morse D a r0) s x := by
  have h0 : √((0 : ℝ) ^ 2 + s ^ 2) = s := by
    rw [zero_pow two_ne_zero, zero_add, Real.sqrt_sq (hr0.le.trans hs)]
  have hx2 : 0 < x ^ 2 := by positivity
  have h1 : s < √(x ^ 2 + s ^ 2) := Real.lt_sqrt_of_sq_lt (by linarith)
  rw [centroidPotential_eq, centroidPotential_eq, h0]
  -- beyond the bond length the Morse potential rises strictly
  have h2 : Real.exp (-a * (√(x ^ 2 + s ^ 2) - r0)) < Real.exp (-a * (s - r0)) :=
    Real.exp_lt_exp.2 (by nlinarith)
  have h3 : Real.exp (-a * (s - r0)) ≤ 1 := Real.exp_le_one_iff.2 (by nlinarith)
  unfold morse
  exact mul_lt_mul_of_pos_left
    (pow_lt_pow_left₀ (by linarith) (by linarith) two_ne_zero) hD

end

end CentroidCurvatureProblem
```

```lean
#print axioms CentroidCurvatureProblem.morse_pos
#print axioms CentroidCurvatureProblem.centroid_red_shift
#print axioms CentroidCurvatureProblem.centroid_collapse
```

```
'CentroidCurvatureProblem.morse_pos' depends on axioms: [propext, Classical.choice, Quot.sound]
'CentroidCurvatureProblem.centroid_red_shift' depends on axioms: [propext, Classical.choice, Quot.sound]
'CentroidCurvatureProblem.centroid_collapse' depends on axioms: [propext, Classical.choice, Quot.sound]
```

## Two beads and one centroid coordinate

The spread $s$ stands for the quantum delocalisation of the bond's orientation. `centroidPotential V s x` is the mean of $V$ over the two bead distances, for any radial potential $V$. Both distances equal $\rho(x)=\sqrt{x^2+s^2}$, so the mean is $W(x)=V(\rho(x))$, which is `centroidPotential_eq`.

`morse D a r0` is $V(r)=D(1-e^{-a(r-r_0)})^2$, with well depth $D$, range parameter $a$ and its zero of energy at the bottom. A statement `HasDerivAt (deriv f) c x` says that $f'$ is differentiable at $x$ with derivative $c$, so $c$ is the curvature of $f$ there.

For $D,a>0$ and $0<s<r_0$, `centroid_red_shift` states, with $x_0=\sqrt{r_0^2-s^2}$:

- $x_0<r_0$;
- every $x$ with $|x|\neq x_0$ has $W(x)>W(x_0)$, and $W(-x_0)=W(x_0)$, so the minimisers on the whole line are exactly $\pm x_0$;
- $W''(x_0)=2Da^2(1-s^2/r_0^2)$, and this is less than $V''(r_0)$.

The two signs of $x$ are the two orientations of the bond along the axis.

## The curvature is projected twice

Since $\rho'=x/\rho$, the chain rule gives
$$W'(x)=V'(\rho)\,\frac{x}{\rho}.$$
These are `hasDerivAt_radius` and `centroid_slope`. Differentiating again,
$$W''(x)=V''(\rho)\,\frac{x^2}{\rho^2}+V'(\rho)\,\frac{\rho-x^2/\rho}{\rho^2}.$$
At $x_0$ the beads sit at $\rho=r_0$, where $V'$ vanishes. With $k=V''(r_0)$ this leaves
$$W''(x_0)=k\,\frac{x_0^2}{r_0^2}=k\left(1-\frac{s^2}{r_0^2}\right).$$

`centroid_curvature` proves this for any radial potential that is differentiable at positive distances and stationary at $r_0$ with curvature $k$. Its product rule combines `h1` and `h2`, the derivatives of the two factors of $W'$; the `simp only` step then removes the term containing $V'(r_0)$, and `hc` is the identity $x_0^2/r_0^2=1-s^2/r_0^2$.

## The Morse well

Write $E=e^{-a(r-r_0)}$, so that $E'=-aE$. Then
$$V'=2Da(1-E)E,\qquad V''=2Da\left[aE^2-a(1-E)E\right].$$
At $r_0$ we have $E=1$, hence $V'(r_0)=0$ and $V''(r_0)=2Da^2$. `morse_slope` and `morse_curvature` record these results.

For the minimum, $V\ge 0$, and $V=0$ requires $E=1$, that is $r=r_0$; `morse_pos` is the strict form. So $W(x)=0$ exactly when $x^2+s^2=r_0^2$, or $|x|=x_0$. The main theorem combines this with the general curvature formula, and the final inequality holds because $2Da^2s^2/r_0^2>0$.

If instead $s\ge r_0>0$, every $x\neq0$ gives $\rho>s\ge r_0$. Then $E(\rho)<E(s)\le1$, so $0\le1-E(s)<1-E(\rho)$, and squaring gives $W(0)<W(x)$. This is `centroid_collapse`: the only minimum is at $x=0$.

## Numbers, and the force in a simulation

Take $r_0=1$ Å and $s=0.28$ Å. Then $x_0=\sqrt{1-0.0784}=0.96$ Å, and the curvature falls to $0.9216$ of $2Da^2$. At fixed mass the harmonic frequency scales as the square root of the curvature, hence by $x_0/r_0=0.96$: a stretch at 3500 cm⁻¹ would move to 3360 cm⁻¹. This frequency estimate is a consequence drawn here, not part of the Lean statements.

In centroid molecular dynamics the force on the centroid is the mean of the bead forces, thermally averaged over the bead configurations with that centroid. For the single configuration used here, the bead forces from $V$ are $-V'(\rho)\,(x,\pm s)/\rho$; the transverse components cancel in the average, leaving $-V'(\rho)\,x/\rho=-W'(x)$. The result thus shows, for two beads at fixed spread, the geometric part of the curvature problem, the artificial red shift of stretching bands in that method.

A real simulation normally uses more than two beads and takes the thermal average over all their configurations with a given centroid, in which the spread fluctuates and depends on temperature and on $x$. The model replaces that average by a single configuration with constant $s$, for which the spring energy between the beads is also constant and does not affect the shape of $W$.
